# Schur's lemma over the reals: in finite dimension, an operator commuting with an irreducible action is scalar or satisfies $(A-a)^2=-b^2$ with $b>0$

Take a conducting sheet with a fourfold axis, in a magnetic field along that axis. No direction in the plane is preserved by the rotations, so the real components $x$ and $y$ belong together irreducibly. The static conductivity tensor $\sigma$ is real and commutes with the rotations. Schur's lemma for complex representations would then make $\sigma$ a multiple of the identity, and the Hall conductivity would be lost. The error lies in using the complex lemma on a real space.

Over the reals there is a second possibility: $(A-a)^2=-b^2$ with $a$ real and $b>0$, and it requires an even dimension. In electronic structure the lemma applies to the matrix of a real operator that commutes with the symmetry group, taken on a single finite irreducible set of orthonormal real orbitals. If that matrix is symmetric, as for a real Hamiltonian, only the scalar case can occur, since the square of a real symmetric matrix has no negative eigenvalue. Splitting a full orbital space into such sets is a separate step that the hypotheses below do not supply.

## Group, space and irreducibility

```lean
import Mathlib

open Module Polynomial

namespace RealSchur

variable {G V : Type*} [Group G] [AddCommGroup V] [Module ℝ V]
```

`G` is the symmetry group and `V` a real vector space. The group may be infinite, and no inner product is used.

```lean
/-- The only subspaces carried into themselves by every group operation are zero and the
whole space. -/
def IsIrreducibleAction (ρ : G →* Module.End ℝ V) : Prop :=
  ∀ W : Submodule ℝ V, (∀ g, ∀ w ∈ W, ρ g w ∈ W) → W = ⊥ ∨ W = ⊤
```

The action `ρ` assigns to each $g$ a linear operator $\rho(g)$ on $V$, with $\rho(gh)=\rho(g)\rho(h)$ and $\rho(1)=1$. `Module.End ℝ V` is the type of linear operators on $V$. The definition says that a subspace `W` mapped into itself by every $\rho(g)$ is either `⊥`, the zero subspace, or `⊤`, all of $V$. Unlike most textbooks, it also admits $V=0$.

## From an invariant kernel to the minimal polynomial

```lean
/-- For an irreducible action, if a product `S T` vanishes and `S` commutes with the group,
then one of the two factors vanishes. -/
theorem eq_zero_or_eq_zero {ρ : G →* Module.End ℝ V} (hρ : IsIrreducibleAction ρ)
    {S T : Module.End ℝ V} (hS : ∀ g, Commute S (ρ g)) (h : S * T = 0) :
    S = 0 ∨ T = 0 := by
  -- the kernel of `S` is an invariant subspace
  have hinv : ∀ g, ∀ w ∈ LinearMap.ker S, ρ g w ∈ LinearMap.ker S := by
    intro g w hw
    rw [LinearMap.mem_ker] at hw ⊢
    have h1 : S (ρ g w) = ρ g (S w) := LinearMap.congr_fun (hS g).eq w
    rw [h1, hw, map_zero]
  rcases hρ _ hinv with hk | hk
  · right
    refine LinearMap.ext fun v => ?_
    have hv : T v ∈ LinearMap.ker S := LinearMap.mem_ker.2 (LinearMap.congr_fun h v)
    rw [hk, Submodule.mem_bot] at hv
    exact hv
  · exact Or.inl (LinearMap.ker_eq_top.1 hk)
```

In a Lean theorem the name is followed by the variables and hypotheses in brackets, then by a colon and the claim, and then by `:= by` and the proof. Here `Commute S (ρ g)` means $S\rho(g)=\rho(g)S$, and `S * T` is composition.

If $Sw=0$, then $S\rho(g)w=\rho(g)Sw=0$, so $\ker S$ is invariant; this is `hinv`. By irreducibility, $\ker S$ is $0$ or $V$, and `rcases` separates the two cases. If it is $V$, then $S=0$. If it is $0$, then $S(Tv)=0$ gives $Tv=0$ for every $v$, so $T=0$. Only $S$ has to commute with the group.

```lean
/-- If `A` commutes with an irreducible action on a finite-dimensional real space, every
non-constant factor of its minimal polynomial already annihilates `A`. -/
theorem factor_annihilates [FiniteDimensional ℝ V] {ρ : G →* Module.End ℝ V}
    (hρ : IsIrreducibleAction ρ) {A : Module.End ℝ V} (hA : ∀ g, Commute A (ρ g))
    {f : ℝ[X]} (hf : f ∣ minpoly ℝ A) (hu : ¬ IsUnit f) : aeval A f = 0 := by
  obtain ⟨r, hr⟩ := hf
  have hcomm : ∀ g, Commute (aeval A f) (ρ g) := by
    intro g
    rw [aeval_eq_sum_range]
    exact Commute.sum_left _ _ _ fun i _ => ((hA g).pow_left i).smul_left _
  have hprod : aeval A f * aeval A r = 0 := by rw [← map_mul, ← hr, minpoly.aeval]
  refine (eq_zero_or_eq_zero hρ hcomm hprod).resolve_right fun h => hu ?_
  -- the cofactor cannot annihilate `A`, by minimality
  obtain ⟨s, hs⟩ := minpoly.dvd ℝ A h
  refine isUnit_of_dvd_one ⟨s, ?_⟩
  apply mul_left_cancel₀ (minpoly.ne_zero (Algebra.IsIntegral.isIntegral (R := ℝ) A))
  linear_combination hr + f * hs
```

Let $m$ be the minimal polynomial of $A$, the monic real polynomial of least degree with $m(A)=0$. Lean writes $f(A)$ as `aeval A f`. The hypothesis `¬ IsUnit f` says that the factor $f$ of $m$ is not constant.

Write $m=fr$. Since $f(A)$ is a sum of real multiples of powers of $A$, it commutes with the group (`hcomm`). Also $f(A)r(A)=m(A)=0$, so the previous theorem gives $f(A)=0$ or $r(A)=0$. In the second case $m$ divides $r$, say $r=ms$. Then $m=fms$, and cancelling $m$ gives $fs=1$, which makes $f$ constant, a contradiction. Hence $f(A)=0$.

## One root or a conjugate pair

```lean
/-- **Schur's lemma over the reals.** An operator `A` commuting with an irreducible action on
a finite-dimensional real space is scalar, or `(A - a)² = -b²` for some real `a` and `b > 0`
and the dimension is even. -/
theorem schur_real [FiniteDimensional ℝ V] {ρ : G →* Module.End ℝ V}
    (hρ : IsIrreducibleAction ρ) {A : Module.End ℝ V} (hA : ∀ g, Commute A (ρ g)) :
    (∃ a : ℝ, A = a • (1 : Module.End ℝ V)) ∨
    (∃ a b : ℝ, 0 < b ∧
      (A - a • (1 : Module.End ℝ V)) ^ 2 = (-(b ^ 2)) • (1 : Module.End ℝ V) ∧
      Even (finrank ℝ V)) := by
  rcases subsingleton_or_nontrivial V with hV | hV
  · exact Or.inl ⟨0, LinearMap.ext fun v => Subsingleton.elim _ _⟩
  -- a complex root `z` of the minimal polynomial
  obtain ⟨z, hz⟩ : ∃ z : ℂ, aeval z (minpoly ℝ A) = 0 := by
    apply IsAlgClosed.exists_aeval_eq_zero
    exact (minpoly.degree_pos (Algebra.IsIntegral.isIntegral A)).ne'
  by_cases him : z.im = 0
  · -- a real root gives a linear factor
    left
    have hzr : z = algebraMap ℝ ℂ z.re := Complex.ext rfl him
    rw [hzr, aeval_algebraMap_apply] at hz
    have hroot : (minpoly ℝ A).IsRoot z.re := by
      rw [IsRoot.def, ← coe_aeval_eq_eval]
      exact Complex.ofReal_eq_zero.1 hz
    have h := factor_annihilates hρ hA (dvd_iff_isRoot.2 hroot) (not_isUnit_X_sub_C _)
    rw [map_sub, aeval_X, aeval_C, Algebra.algebraMap_eq_smul_one] at h
    exact ⟨z.re, sub_eq_zero.1 h⟩
  · -- a conjugate pair of roots gives a quadratic factor
    right
    have hu : ∀ c d : ℝ, ¬ IsUnit (X ^ 2 - C c * X + C d : ℝ[X]) := by
      intro c d hcd
      have h2 : (X ^ 2 - C c * X + C d : ℝ[X]).natDegree = 2 := by compute_degree!
      have h0 := natDegree_eq_zero_of_isUnit hcd
      omega
    have heval : ∀ c d : ℝ, aeval A (X ^ 2 - C c * X + C d : ℝ[X])
        = A * A - c • A + d • (1 : Module.End ℝ V) := by
      intro c d
      simp only [sq, map_add, map_sub, map_mul, aeval_X, aeval_C,
        Algebra.algebraMap_eq_smul_one, smul_mul_assoc, one_mul]
    have h := factor_annihilates hρ hA
      (quadratic_dvd_of_aeval_eq_zero_im_ne_zero _ hz him) (hu _ _)
    rw [heval, Complex.sq_norm, Complex.normSq_apply] at h
    have hsq : (A - z.re • (1 : Module.End ℝ V)) ^ 2
        = (-(|z.im| ^ 2)) • (1 : Module.End ℝ V) := by
      rw [sq_abs]
      simp only [sq, sub_mul, mul_sub, smul_mul_assoc, mul_smul_comm, one_mul, mul_one]
      linear_combination (norm := module) h
    have hb : 0 < |z.im| := abs_pos.2 him
    refine ⟨z.re, |z.im|, hb, hsq, ?_⟩
    -- in odd dimension the determinant of a square would be negative
    by_contra hev
    have hd := congrArg LinearMap.det hsq
    rw [map_pow, LinearMap.det_smul, map_one, mul_one] at hd
    have hneg := (Nat.not_even_iff_odd.1 hev).pow_neg (neg_lt_zero.2 (pow_pos hb 2))
    linarith [sq_nonneg (LinearMap.det (A - z.re • (1 : Module.End ℝ V)))]
```

The claim is an "or" (`∨`) between $A=a\cdot 1$ and the quadratic relation with `Even (finrank ℝ V)`, an even dimension.

If $V=0$, then $A=0$ is scalar. Otherwise $m$ is not constant and has a complex root $z=x+iy$.

- **$y=0$.** The factor $X-x$ divides $m$, so by `factor_annihilates` $A-x=0$, and $A$ is scalar.
- **$y\neq0$.** Since $m$ is real, $\bar z$ is also a root, and $(X-z)(X-\bar z)=X^2-2xX+x^2+y^2$ divides $m$. This factor annihilates $A$:
$$A^2-2xA+(x^2+y^2)=0,\qquad\text{so}\qquad (A-x)^2=-y^2.$$
Put $a=x$ and $b=|y|>0$. With $n=\dim V$, determinants give
$$\det(A-a)^2=(-b^2)^n .$$
The left side is not negative, while for odd $n$ the right side is. So $n$ is even.

In the code, `hu` shows that the quadratic is not constant, `heval` evaluates it at $A$, and `hsq` completes the square. The final `linarith` finds the contradiction in sign.

Irreducibility matters: the trivial group acting on $\mathbb R^2$ commutes with $\mathrm{diag}(1,2)$, which is not scalar and has real eigenvalues, so it satisfies neither alternative.

The theorem concerns one operator on one space. Maps between different irreducible spaces, often treated under the same name, need their own statement.

```lean
/-- On a nonzero real space, an operator with `(A - a)² = -b²` and `b > 0` is not scalar. -/
theorem not_scalar [Nontrivial V] {A : Module.End ℝ V} {a b : ℝ} (hb : 0 < b)
    (h : (A - a • (1 : Module.End ℝ V)) ^ 2 = (-(b ^ 2)) • (1 : Module.End ℝ V)) (c : ℝ) :
    A ≠ c • (1 : Module.End ℝ V) := by
  rintro rfl
  obtain ⟨v, hv⟩ := exists_ne (0 : V)
  have h1 : ((c - a) ^ 2 + b ^ 2) • v = 0 := by
    have h2 := LinearMap.congr_fun h v
    simp only [sq, Module.End.mul_apply, LinearMap.sub_apply, LinearMap.smul_apply,
      Module.End.one_apply] at h2
    linear_combination (norm := module) h2
  have h3 : 0 < (c - a) ^ 2 + b ^ 2 := by positivity
  exact (smul_ne_zero h3.ne' hv) h1
```

`Nontrivial V` means $V\neq0$. If $A=c\cdot1$ obeyed the quadratic relation, applying it to a vector $v\neq0$ would give $\big((c-a)^2+b^2\big)v=0$ with a positive coefficient, which is impossible. On a nonzero space the two alternatives therefore exclude each other.

```lean
/-- In odd dimension, every operator commuting with an irreducible real action is scalar. -/
theorem scalar_of_odd {ρ : G →* Module.End ℝ V} (hρ : IsIrreducibleAction ρ)
    (ho : Odd (finrank ℝ V)) {A : Module.End ℝ V} (hA : ∀ g, Commute A (ρ g)) :
    ∃ a : ℝ, A = a • (1 : Module.End ℝ V) := by
  have : FiniteDimensional ℝ V := Module.finite_of_finrank_pos ho.pos
  rcases schur_real hρ hA with h | ⟨_, _, _, _, he⟩
  · exact h
  · exact absurd he (Nat.not_even_iff_odd.2 ho)
```

An odd dimension rules out the second alternative, so $A$ is scalar. Finite dimension need not be assumed separately, because `finrank` is $0$ for an infinite-dimensional space and $0$ is not odd. The components $x,y,z$ under the rotations of a cube are an example: a conductivity tensor commuting with all of them is isotropic.

## The fourfold plane

```lean
/-- The fourfold rotations `1, i, -1, -i` acting by multiplication on the complex plane,
regarded as a real vector space. -/
noncomputable def fourfoldRotation : rootsOfUnity 4 ℂ →* Module.End ℝ ℂ where
  toFun z := LinearMap.mulLeft ℝ ((z : ℂˣ) : ℂ)
  map_one' := LinearMap.ext fun w => by simp
  map_mul' x y := LinearMap.ext fun w => by simp
```

The plane is $\mathbb C$ regarded as a two-dimensional real space. `rootsOfUnity 4 ℂ` is the group $\{1,i,-1,-i\}$, and each element acts by multiplication, that is, by rotation.

```lean
/-- The rotation of the plane by a right angle: multiplication by `i`. -/
noncomputable def quarterTurn : Module.End ℝ ℂ := LinearMap.mulLeft ℝ Complex.I
```

This is the map $(x,y)\mapsto(-y,x)$.

```lean
/-- The fourfold rotations of the plane act irreducibly over the reals, and the quarter turn
commutes with them, squares to `-1` and is not scalar. -/
theorem schur_real_witness : IsIrreducibleAction fourfoldRotation ∧
    (∀ g, Commute quarterTurn (fourfoldRotation g)) ∧
    quarterTurn ^ 2 = -1 ∧ ∀ c : ℝ, quarterTurn ≠ c • (1 : Module.End ℝ ℂ) := by
  refine ⟨fun W hW => ?_, fun g => ?_, ?_, fun c h => ?_⟩
  · by_cases hbot : W = ⊥
    · exact Or.inl hbot
    right
    obtain ⟨w, hw, hw0⟩ := Submodule.exists_mem_ne_zero_of_ne_bot hbot
    have hmem : Complex.I * w ∈ W :=
      hW ⟨Units.mk0 Complex.I Complex.I_ne_zero, (mem_rootsOfUnity _ _).2 (Units.ext (by
        rw [Units.val_pow_eq_pow_val, Units.val_mk0, Units.val_one, Complex.I_pow_four]))⟩
        w hw
    -- `w` and its rotated copy span the plane
    rw [eq_top_iff]
    intro z _
    have hz : z = (z / w).re • w + (z / w).im • (Complex.I * w) := by
      rw [Complex.real_smul, Complex.real_smul, ← mul_assoc, ← add_mul, Complex.re_add_im]
      field_simp
    rw [hz]
    exact W.add_mem (W.smul_mem _ hw) (W.smul_mem _ hmem)
  · refine LinearMap.ext fun w => ?_
    change Complex.I * (((g : ℂˣ) : ℂ) * w) = ((g : ℂˣ) : ℂ) * (Complex.I * w)
    ring
  · rw [sq]
    refine LinearMap.ext fun w => ?_
    change Complex.I * (Complex.I * w) = -w
    rw [← mul_assoc, Complex.I_mul_I, neg_one_mul]
  · have h1 := congrArg Complex.im (LinearMap.congr_fun h 1)
    simp [quarterTurn] at h1

end RealSchur
```

Let $W\neq0$ be invariant and choose $w\neq0$ in it. Then $iw\in W$, and every $z\in\mathbb C$ is
$$z=\mathrm{Re}(z/w)\,w+\mathrm{Im}(z/w)\,iw,$$
so $W$ is the whole plane. The quarter turn commutes with the rotations because complex multiplication is commutative, and it squares to $i^2=-1$. If it were a real multiple $c$ of the identity, applying it to $1$ would give $i=c$. So the second alternative occurs, with $a=0$ and $b=1$.

For the conducting sheet, let $R$ be the matrix of the quarter turn. Comparing entries in $R\sigma=\sigma R$ gives $\sigma_{yy}=\sigma_{xx}$ and $\sigma_{yx}=-\sigma_{xy}$, hence
$$\sigma=\begin{pmatrix}\sigma_{xx}&\sigma_{xy}\\-\sigma_{xy}&\sigma_{xx}\end{pmatrix},\qquad(\sigma-\sigma_{xx})^2=-\sigma_{xy}^2 .$$
When the Hall conductivity $\sigma_{xy}$ is nonzero, this is the second alternative with $a=\sigma_{xx}$ and $b=|\sigma_{xy}|$.

```lean
#print axioms RealSchur.schur_real
#print axioms RealSchur.not_scalar
#print axioms RealSchur.scalar_of_odd
```

```
'RealSchur.schur_real' depends on axioms: [propext, Classical.choice, Quot.sound]
'RealSchur.not_scalar' depends on axioms: [propext, Classical.choice, Quot.sound]
'RealSchur.scalar_of_odd' depends on axioms: [propext, Classical.choice, Quot.sound]
```
